# Mean field gives the exact free energy per spin of the infinite-range Ising ferromagnet as $N\to\infty$

Take $N$ spins $\sigma_i=\pm1$ with total $M=\sum_i\sigma_i$, a coupling $K\ge0$ and any real field $h$, and set
$$Z_N=\sum_\sigma e^{KM^2/(2N)+hM},\qquad \varphi(m)=\tfrac12Km^2+hm+s\!\left(\tfrac{1+m}{2}\right),$$
with $s(p)=-p\ln p-(1-p)\ln(1-p)$. Then $\varphi$ attains its maximum on $[-1,1]$ at some $m_0$, and for every $N\ge1$
$$\varphi(m_0)\le\frac{\ln Z_N}{N}\le\varphi(m_0)+\frac{\ln(N+1)}{N},$$
so $(\ln Z_N)/N\to\varphi(m_0)$. Reading up and down as the two species of a binary alloy, $\varphi$ at $h=0$ is the regular-solution free energy of mixing per site times $-1/k_BT$, up to an additive constant, and $hm$ adds the chemical-potential term; its exactness holds for a model where all pairs interact equally, not for a cluster expansion with finite-range interactions on a lattice.

## Spins, partition function and functional

```lean
import Mathlib

open Finset Real Filter Topology

namespace InfiniteRangeIsing

noncomputable section

variable {N : ℕ}
```

This loads Mathlib and declares a natural number `N`, the number of sites.

```lean
/-- The value `±1` of an Ising spin. -/
def spin (b : Bool) : ℝ := if b then 1 else -1
```

A site holds `true` or `false`, read as $+1$ or $-1$.

```lean
/-- The total spin `M` of a configuration of `N` spins. -/
def totalSpin (σ : Fin N → Bool) : ℝ := ∑ i, spin (σ i)
```

A configuration `σ : Fin N → Bool` assigns a state to each site $i=0,\dots,N-1$, and `totalSpin σ` is $M$.

```lean
/-- The number of up spins. -/
def up (σ : Fin N → Bool) : ℕ := (univ.filter fun i => σ i = true).card
```

`up σ` is the number $u$ of up spins.

```lean
/-- The number of down spins. -/
def down (σ : Fin N → Bool) : ℕ := (univ.filter fun i => ¬ σ i = true).card
```

`down σ` is the number $d$ of down spins.

```lean
/-- Partition function of `N` spins with infinite-range coupling `K` in a field `h`:
the sum of `exp (K M² / (2N) + h M)` over all configurations. -/
def Z (K h : ℝ) (N : ℕ) : ℝ :=
  ∑ σ : Fin N → Bool, exp (K * totalSpin σ ^ 2 / (2 * N) + h * totalSpin σ)
```

This is $Z_N$, a sum over all $2^N$ configurations. $K$ and $h$ are coupling and field already divided by $k_BT$. Since $M^2=N+2\sum_{i<j}\sigma_i\sigma_j$, each pair is coupled with strength $K/N$, which keeps the energy from growing faster than $N$, and the exponent contains a constant $K/2$. For $K>0$ pairs of like spins are favoured: a ferromagnetic coupling, or a tendency to unmix in the alloy, where $h$ is proportional to the difference of the two chemical potentials, each measured from its value in the pure species. $K=0$ is the non-interacting case. The sign of $K$ alone does not imply order: at $h=0$ the maximiser of $\varphi$ is $m_0=0$ for all $K\le1$.

```lean
/-- The mean-field functional `K m²/2 + h m + s((1+m)/2)`, with `s` the binary entropy. -/
def meanField (K h m : ℝ) : ℝ := K * m ^ 2 / 2 + h * m + binEntropy ((1 + m) / 2)
```

`meanField K h m` is $\varphi(m)$; $(1+m)/2$ is the fraction of up spins at magnetisation $m$ per site.

```lean
/-- Weight of a configuration with a factor `p` per up spin and `1 - p` per down spin. -/
def weight (p : ℝ) (σ : Fin N → Bool) : ℝ := ∏ i, if σ i then p else 1 - p
```

`weight p σ`, written $w_p(\sigma)$, is for $0\le p\le1$ the probability of $\sigma$ when the spins are independent and each is up with probability $p$.

```lean
/-- The binary entropy is `-p ln p - (1-p) ln (1-p)`. -/
theorem entropy_eq (p : ℝ) : binEntropy p = -(p * log p) - (1 - p) * log (1 - p) := by
  simp only [binEntropy, log_inv]
  ring
```

Mathlib's `binEntropy` is $s$, with natural logarithms. Lean sets $\ln0=0$, which here reproduces the convention $0\ln0=0$ and gives $s(0)=s(1)=0$.

## An effective field bounds $Z_N$ from below

```lean
/-- The sum over configurations of a product of one-site factors factorises. -/
theorem sum_prod_config (N : ℕ) (g : Bool → ℝ) :
    ∑ σ : Fin N → Bool, ∏ i, g (σ i) = (g true + g false) ^ N := by
  have := Finset.prod_univ_sum (fun _ : Fin N => (univ : Finset Bool)) (fun _ b => g b)
  rw [Fintype.piFinset_univ] at this
  rw [← this]
  simp
```

For any one-site factor $g$, with values $g(+)$ and $g(-)$, expanding the product of $N$ equal sums gives $\sum_\sigma\prod_i g(\sigma_i)=(g(+)+g(-))^N$. `Finset.prod_univ_sum` is that expansion.

```lean
/-- Gibbs inequality for one spin in a field `a`: for `m` in `[-1,1]`,
`a m + s((1+m)/2) ≤ ln (e^a + e^(-a))`. -/
theorem gibbs_single_site (a : ℝ) {m : ℝ} (hm : m ∈ Set.Icc (-1 : ℝ) 1) :
    a * m + binEntropy ((1 + m) / 2) ≤ log (exp a + exp (-a)) := by
  have key : ∀ p x : ℝ, 0 ≤ p → p * x - p * log p ≤ exp x - p := by
    intro p x hp
    rcases hp.eq_or_lt with rfl | hp
    · simp [(exp_pos x).le]
    · have := add_one_le_exp (x - log p)
      rw [exp_sub, exp_log hp, le_div_iff₀ hp] at this
      linarith
  have hS : 0 < exp a + exp (-a) := by positivity
  have h1 := key ((1 + m) / 2) (a - log (exp a + exp (-a))) (by linarith [hm.1])
  have h2 := key (1 - (1 + m) / 2) (-a - log (exp a + exp (-a))) (by linarith [hm.2])
  -- the two Gibbs weights add up to one
  have hsum : exp (a - log (exp a + exp (-a))) + exp (-a - log (exp a + exp (-a))) = 1 := by
    rw [exp_sub, exp_sub, exp_log hS, ← add_div, div_self hS.ne']
  rw [entropy_eq]
  linarith
```

`Set.Icc (-1 : ℝ) 1` is the closed interval $[-1,1]$. For any real $a$, with $S=e^a+e^{-a}$, the claim is $am+s(p)\le\ln S$ at $p=(1+m)/2$. Put $y=x-\ln q$, for real $x$ and $q>0$, into $1+y\le e^y$ and multiply by $q$:
$$qx-q\ln q\le e^x-q.$$
This is `key`, with $q=0$ treated separately. Use it with $q=p$, $x=a-\ln S$ (`h1`) and with $q=1-p$, $x=-a-\ln S$ (`h2`), and add. The left side is $a(2p-1)-\ln S+s(p)$ with $2p-1=m$. The right side is $(e^a+e^{-a})/S-1=0$ by `hsum`. The final `linarith` adds the inequalities.

```lean
/-- For `K ≥ 0` and `N ≥ 1`, `Z ≥ exp (N φ(m))` for every `m` in `[-1,1]`, with `φ` the
mean-field functional. -/
theorem lower_bound {K : ℝ} (hK : 0 ≤ K) (h : ℝ) (hN : 0 < N) {m : ℝ}
    (hm : m ∈ Set.Icc (-1 : ℝ) 1) : exp (N * meanField K h m) ≤ Z K h N := by
  have hN' : (0 : ℝ) < N := Nat.cast_pos.2 hN
  -- neglect the fluctuation term `K (M - N m)² / (2N) ≥ 0`
  have step : ∀ σ : Fin N → Bool,
      exp (-(N * K * m ^ 2 / 2)) * ∏ i, exp ((K * m + h) * spin (σ i))
        ≤ exp (K * totalSpin σ ^ 2 / (2 * N) + h * totalSpin σ) := by
    intro σ
    rw [← exp_sum, ← mul_sum, ← exp_add]
    apply exp_le_exp.2
    change -(N * K * m ^ 2 / 2) + (K * m + h) * totalSpin σ ≤ _
    have e : K * (totalSpin σ - N * m) ^ 2 / (2 * N) = K * totalSpin σ ^ 2 / (2 * N)
        - K * m * totalSpin σ + N * K * m ^ 2 / 2 := by
      field_simp
      try ring
    have : 0 ≤ K * (totalSpin σ - N * m) ^ 2 / (2 * N) := by positivity
    linarith
  have hS : 0 < exp (K * m + h) + exp (-(K * m + h)) := by positivity
  have hpow : (exp (K * m + h) + exp (-(K * m + h))) ^ N
      = exp (N * log (exp (K * m + h) + exp (-(K * m + h)))) := by
    rw [exp_nat_mul, exp_log hS]
  calc exp (N * meanField K h m)
      ≤ exp (-(N * K * m ^ 2 / 2)) * (exp (K * m + h) + exp (-(K * m + h))) ^ N := by
        rw [hpow, ← exp_add]
        apply exp_le_exp.2
        have := mul_le_mul_of_nonneg_left (gibbs_single_site (K * m + h) hm) hN'.le
        unfold meanField
        linarith
    _ = ∑ σ : Fin N → Bool,
          exp (-(N * K * m ^ 2 / 2)) * ∏ i, exp ((K * m + h) * spin (σ i)) := by
        rw [← mul_sum, sum_prod_config N (fun b => exp ((K * m + h) * spin b))]
        simp [spin]
    _ ≤ Z K h N := sum_le_sum fun σ _ => step σ
```

The statement is $e^{N\varphi(m)}\le Z_N$ for every $m\in[-1,1]$. Expanding $K(M-Nm)^2/(2N)\ge0$, which needs $K\ge0$, gives
$$\frac{KM^2}{2N}+hM\ \ge\ -\tfrac12NKm^2+(Km+h)M .$$
This is `step`: each spin now sees the field $a=Km+h$ and nothing else. Summing over configurations with `sum_prod_config` and then using the one-spin inequality,
$$Z_N\ge e^{-NKm^2/2}\,(e^a+e^{-a})^N\ge e^{N[-Km^2/2+(Km+h)m+s((1+m)/2)]}=e^{N\varphi(m)}.$$
The `calc` block runs through this chain from right to left.

## Product distributions bound $Z_N$ from above

```lean
/-- With `u` up and `d` down spins: `u + d = N`, `M = u - d`, and the weight is
`p^u (1-p)^d`. -/
theorem counts (σ : Fin N → Bool) :
    up σ + down σ = N ∧ totalSpin σ = up σ - down σ ∧
      ∀ p, weight p σ = p ^ up σ * (1 - p) ^ down σ := by
  refine ⟨?_, ?_, fun p => ?_⟩
  · unfold up down
    rw [card_filter, card_filter, ← sum_add_distrib]
    trans ∑ _i : Fin N, 1
    · exact sum_congr rfl fun i _ => by by_cases hi : σ i = true <;> simp [hi]
    · simp
  · simp only [totalSpin, spin]
    rw [sum_ite, sum_const, sum_const]
    simp only [up, down, nsmul_eq_mul]
    ring
  · rw [weight, prod_ite, prod_const, prod_const]
    rfl
```

The symbol `∧` joins three statements: $u+d=N$, $M=u-d$, and $w_p(\sigma)=p^u(1-p)^d$ for all $p$.

```lean
/-- At `p = u/N` a configuration with `u` up spins has weight `exp (-N s(u/N))`. -/
theorem typical_weight (hN : 0 < N) (σ : Fin N → Bool) :
    weight ((up σ : ℝ) / N) σ = exp (-(N * binEntropy ((up σ : ℝ) / N))) := by
  obtain ⟨hud, -, hw⟩ := counts σ
  have hN' : (0 : ℝ) < N := Nat.cast_pos.2 hN
  have hc : (up σ : ℝ) + down σ = N := by exact_mod_cast hud
  have h1 : 1 - (up σ : ℝ) / N = (down σ : ℝ) / N := by
    field_simp
    linarith
  have key : ∀ n : ℕ, ((n : ℝ) / N) ^ n = exp (n * log ((n : ℝ) / N)) := by
    intro n
    rcases n.eq_zero_or_pos with rfl | hn
    · simp
    · have hp : (0 : ℝ) < (n : ℝ) / N := div_pos (Nat.cast_pos.2 hn) hN'
      rw [exp_nat_mul, exp_log hp]
  rw [hw, entropy_eq, h1, key (up σ), key (down σ), ← exp_add]
  refine congrArg exp ?_
  generalize log ((up σ : ℝ) / N) = A
  generalize log ((down σ : ℝ) / N) = B
  field_simp
  try ring
```

Choose $p=u/N$, so that $1-p=d/N$ (`h1`). Then
$$w_{u/N}(\sigma)=e^{u\ln(u/N)+d\ln(d/N)}=e^{-Ns(u/N)}.$$
Here `key` writes $(n/N)^n$ as an exponential for a natural number $n$, both sides being $1$ at $n=0$, so fully polarised configurations are included.

```lean
/-- If the mean-field functional is at most `F` on `[-1,1]`, then `Z ≤ (N+1) exp (N F)`
for `N ≥ 1`. -/
theorem upper_bound (K h : ℝ) (hN : 0 < N) {F : ℝ}
    (hF : ∀ m ∈ Set.Icc (-1 : ℝ) 1, meanField K h m ≤ F) :
    Z K h N ≤ (N + 1) * exp (N * F) := by
  have hN' : (0 : ℝ) < N := Nat.cast_pos.2 hN
  have step : ∀ σ : Fin N → Bool, exp (K * totalSpin σ ^ 2 / (2 * N) + h * totalSpin σ)
      ≤ exp (N * F) * ∑ k ∈ range (N + 1), weight (((k : ℕ) : ℝ) / N) σ := by
    intro σ
    obtain ⟨hud, hM, hw⟩ := counts σ
    have hc : (up σ : ℝ) + down σ = N := by exact_mod_cast hud
    have hu : (0 : ℝ) ≤ up σ := Nat.cast_nonneg _
    have hd : (0 : ℝ) ≤ down σ := Nat.cast_nonneg _
    have hm : totalSpin σ / N ∈ Set.Icc (-1 : ℝ) 1 :=
      ⟨by rw [le_div_iff₀ hN']; linarith, by rw [div_le_iff₀ hN']; linarith⟩
    have hp : (1 + totalSpin σ / N) / 2 = (up σ : ℝ) / N := by
      rw [hM]
      field_simp
      linarith
    -- compare with independent spins at the configuration's own magnetisation
    have h1 : exp (K * totalSpin σ ^ 2 / (2 * N) + h * totalSpin σ)
        ≤ exp (N * F) * weight ((up σ : ℝ) / N) σ := by
      rw [typical_weight hN, ← exp_add]
      apply exp_le_exp.2
      have := mul_le_mul_of_nonneg_left (hF _ hm) hN'.le
      have e : ∀ s : ℝ, N * (K * (totalSpin σ / N) ^ 2 / 2 + h * (totalSpin σ / N) + s)
          = K * totalSpin σ ^ 2 / (2 * N) + h * totalSpin σ + N * s := by
        intro s
        field_simp
        try ring
      unfold meanField at this
      rw [hp, e] at this
      linarith
    have hpos : ∀ k : ℕ, k ∈ range (N + 1) → 0 ≤ weight ((k : ℝ) / N) σ := by
      intro k hk
      have hk' : (k : ℝ) ≤ N := Nat.cast_le.2 (Nat.lt_succ_iff.1 (mem_range.1 hk))
      rw [hw]
      exact mul_nonneg (pow_nonneg (by positivity) _)
        (pow_nonneg (sub_nonneg.2 ((div_le_one hN').2 hk')) _)
    have hmem : up σ ∈ range (N + 1) := mem_range.2 (by omega)
    have h2 := single_le_sum (f := fun k : ℕ => weight ((k : ℝ) / N) σ) hpos hmem
    exact h1.trans (mul_le_mul_of_nonneg_left h2 (exp_pos _).le)
  -- each of the `N + 1` product distributions is normalised
  have hnorm : ∀ p : ℝ, ∑ σ : Fin N → Bool, weight p σ = 1 := fun p =>
    (sum_prod_config N (fun b => if b = true then p else 1 - p)).trans (by simp)
  refine (sum_le_sum fun σ _ => step σ).trans (le_of_eq ?_)
  rw [← mul_sum, sum_comm]
  simp only [hnorm, sum_const, card_range, nsmul_eq_mul]
  push_cast
  ring
```

If $\varphi\le F$ on $[-1,1]$ for a real number $F$, then $Z_N\le(N+1)e^{NF}$, for either sign of $K$. A configuration has its own magnetisation $m=M/N\in[-1,1]$ (`hm`) with $(1+m)/2=u/N$ (`hp`). Its exponent is $N\varphi(m)-Ns(u/N)$, so
$$e^{KM^2/(2N)+hM}\le e^{NF}w_{u/N}(\sigma)\le e^{NF}\sum_{k=0}^{N}w_{k/N}(\sigma).$$
The first inequality is `h1`. The second is `h2`: the term $k=u$ occurs in the sum over `range (N + 1)`, and all terms are non-negative (`hpos`). Now sum over $\sigma$ and exchange the two sums with `sum_comm`. Each distribution is normalised, $\sum_\sigma w_p(\sigma)=(p+1-p)^N=1$ (`hnorm`), which leaves $N+1$ terms equal to $1$. Stirling's formula is not needed.

## Finite size and the limit

```lean
/-- For `K ≥ 0` and `N ≥ 1`, `(ln Z)/N` lies between the maximum of the mean-field functional
on `[-1,1]` and that maximum plus `ln (N+1) / N`. -/
theorem finite_size_bounds {K : ℝ} (hK : 0 ≤ K) (h : ℝ) (hN : 0 < N) {m₀ : ℝ}
    (hm : m₀ ∈ Set.Icc (-1 : ℝ) 1) (hmax : IsMaxOn (meanField K h) (Set.Icc (-1) 1) m₀) :
    meanField K h m₀ ≤ log (Z K h N) / N ∧
      log (Z K h N) / N ≤ meanField K h m₀ + log (N + 1) / N := by
  have hN' : (0 : ℝ) < N := Nat.cast_pos.2 hN
  have hl := lower_bound hK h hN hm
  have hu := upper_bound K h hN (isMaxOn_iff.1 hmax)
  have hZ := (exp_pos _).trans_le hl
  constructor
  · rw [le_div_iff₀ hN']
    have := (le_log_iff_exp_le hZ).2 hl
    linarith
  · have := log_le_log hZ hu
    have h1 : (N : ℝ) + 1 ≠ 0 := by positivity
    rw [log_mul h1 (exp_pos _).ne', log_exp] at this
    rw [div_le_iff₀ hN', add_mul, div_mul_cancel₀ _ hN'.ne']
    linarith
```

`IsMaxOn (meanField K h) (Set.Icc (-1) 1) m₀` says $\varphi(m)\le\varphi(m_0)$ for all $m\in[-1,1]$. The maximiser is a hypothesis at this stage. Taking the lower bound at $m_0$ and the upper bound with $F=\varphi(m_0)$ gives
$$N\varphi(m_0)\le\ln Z_N\le\ln(N+1)+N\varphi(m_0),$$
where `hZ` supplies $Z_N>0$ for the logarithm. Dividing by $N$ yields the two bounds.

```lean
/-- For `K ≥ 0` and any field `h`, the mean-field functional attains its maximum on `[-1,1]`
and `(ln Z_N)/N` converges to this maximum as `N → ∞`. -/
theorem mean_field_exact {K : ℝ} (hK : 0 ≤ K) (h : ℝ) :
    ∃ m₀ ∈ Set.Icc (-1 : ℝ) 1, IsMaxOn (meanField K h) (Set.Icc (-1) 1) m₀ ∧
      Tendsto (fun N : ℕ => log (Z K h N) / N) atTop (𝓝 (meanField K h m₀)) := by
  have hc : Continuous (meanField K h) := by
    have h1 : Continuous fun m : ℝ => K * m ^ 2 / 2 + h * m := by fun_prop
    have h2 : Continuous fun m : ℝ => (1 + m) / 2 := by fun_prop
    exact h1.add (binEntropy_continuous.comp h2)
  obtain ⟨m₀, hm, hmax⟩ := (isCompact_Icc (a := (-1 : ℝ)) (b := 1)).exists_isMaxOn
    (Set.nonempty_Icc.2 (by norm_num)) hc.continuousOn
  refine ⟨m₀, hm, hmax, ?_⟩
  have hlog : Tendsto (fun N : ℕ => log ((N : ℝ) + 1) / N) atTop (𝓝 0) :=
    ((tendsto_pow_log_div_mul_add_atTop 1 (-1) 1 one_ne_zero).comp
      (tendsto_atTop_add_const_right atTop (1 : ℝ) tendsto_natCast_atTop_atTop)).congr
      fun N => by simp
  have hup := hlog.const_add (meanField K h m₀)
  rw [add_zero] at hup
  refine tendsto_of_tendsto_of_tendsto_of_le_of_le' tendsto_const_nhds hup ?_ ?_
  · filter_upwards [eventually_gt_atTop 0] with N hN
    exact (finite_size_bounds hK h hN hm hmax).1
  · filter_upwards [eventually_gt_atTop 0] with N hN
    exact (finite_size_bounds hK h hN hm hmax).2
```

In words: for $K\ge0$ and any $h$ there is an $m_0\in[-1,1]$ that maximises $\varphi$, and $(\ln Z_N)/N$ converges to $\varphi(m_0)$. `Tendsto f atTop (𝓝 c)` would be read as $f(N)\to c$ for $N\to\infty$. The function $\varphi$ is continuous (`hc`), so it has a maximum on the compact interval (`exists_isMaxOn`). Next, `hlog` obtains $\ln(N+1)/N\to0$ from $\ln x/(x-1)\to0$ at $x=N+1$. The sequence is then squeezed between the two bounds, which hold for all $N>0$.

The theorem fixes the limiting free energy per spin, $-k_BT\,\varphi(m_0)$. It does not locate $m_0$, claim that it is unique, or describe the distribution of $M/N$, and $K<0$ is left out because the lower bound uses $K\ge0$.

```lean
/-- In zero field and for `K ≥ 0`, `(1/N) ln ∑ exp (K M²/(2N))` converges to the maximum over
`m` in `[-1,1]` of `K m²/2 + s((1+m)/2)`. -/
theorem mean_field_exact_zero_field {K : ℝ} (hK : 0 ≤ K) :
    ∃ m₀ ∈ Set.Icc (-1 : ℝ) 1,
      IsMaxOn (fun m => K * m ^ 2 / 2 + binEntropy ((1 + m) / 2)) (Set.Icc (-1) 1) m₀ ∧
      Tendsto (fun N : ℕ => log (∑ σ : Fin N → Bool, exp (K * totalSpin σ ^ 2 / (2 * N))) / N)
        atTop (𝓝 (K * m₀ ^ 2 / 2 + binEntropy ((1 + m₀) / 2))) := by
  obtain ⟨m₀, hm, hmax, ht⟩ := mean_field_exact hK 0
  have e : meanField K 0 = fun m => K * m ^ 2 / 2 + binEntropy ((1 + m) / 2) := by
    funext m
    simp [meanField]
  rw [e] at hmax
  refine ⟨m₀, hm, hmax, ?_⟩
  simpa [Z, meanField] using ht

end

end InfiniteRangeIsing
```

Setting $h=0$ and unfolding the definitions gives the zero-field form: $\frac1N\ln\sum_\sigma e^{KM^2/(2N)}$ converges to the maximum over $[-1,1]$ of $Km^2/2+s((1+m)/2)$.

```lean
#print axioms InfiniteRangeIsing.mean_field_exact
-- 'InfiniteRangeIsing.mean_field_exact' depends on axioms: [propext, Classical.choice, Quot.sound]
#print axioms InfiniteRangeIsing.mean_field_exact_zero_field
-- 'InfiniteRangeIsing.mean_field_exact_zero_field' depends on axioms: [propext, Classical.choice, Quot.sound]
```

## One spin, no coupling, and a numerical evaluation

The following evaluations lie outside the Lean development and were not put through the kernel. For $K=h=0$, $Z_N=2^N$ and the maximum is $s(1/2)=\ln2$, so the lower bound is an equality at every $N$. For $N=1$ and $h=0$, $\ln Z_1=K/2+\ln2$; since $\varphi(1)=K/2$, the upper bound $\varphi(m_0)+\ln2$ holds, and $Km^2/2\le K/2$ with $s\le\ln2$ gives the lower one.

In a program the $2^N$ configurations are grouped by $u$,
$$Z_N=\sum_{u=0}^N\binom Nu\,e^{K(2u-N)^2/(2N)+h(2u-N)},$$
and the $N+1$ terms are added as logarithms with the largest factored out, to avoid overflow. The maximum of $\varphi$ can be found from $\varphi'(m)=Km+h-\operatorname{artanh}m=0$, that is $m=\tanh(Km+h)$, keeping the solution with the largest $\varphi$. The difference $(\ln Z_N)/N-\varphi(m_0)$ should then fall between $0$ and $\ln(N+1)/N$.
